# In a two-level double well with exponentially decaying tunnelling, any fixed nonzero detuning localizes the eigenstates at large separation

An electron sits in a pair of quantum wells that I can move apart. If the wells are identical, both eigenstates are shared equally between them, however far apart they are. But if one well is deeper by some absurdly small energy, I am told that at large distance each eigenstate sits almost entirely in one well. How can an energy difference far below every other scale in the problem change the states so completely? And does the answer depend on which eigenvector I pick?

## Detuning competes only with tunnelling

The detuning $d$ has to be compared with the tunnelling amplitude $T$, and $T$ itself dies out with distance. However small a fixed $d\neq0$ is, it eventually becomes large compared with $T$. The choice of eigenvector doesn't matter: both have the same spread over the wells.

With one orbital per well, the Hamiltonian is

$$H=\begin{pmatrix} d/2 & T\\ T & -d/2\end{pmatrix},\qquad T=t\,e^{-aL},\quad t,a>0.$$

Here $L$ is the separation, $t$ sets the strength of the tunnelling, and $a$ is the decay rate of the wavefunction under the barrier. For an eigenvector $(v_0,v_1)$ with energy $E$,

$$\tfrac d2 v_0+Tv_1=Ev_0,\qquad Tv_0-\tfrac d2 v_1=Ev_1.$$

Write $p_i=|v_i|^2$ for the populations, with $p_0+p_1=1$, and $C=v_0\overline{v_1}$ for the coherence. Multiply the first equation by $\overline{v_1}$, and the complex conjugate of the second by $v_0$:

$$\tfrac d2 C+Tp_1=EC,\qquad Tp_0-\tfrac d2 C=EC.$$

Subtracting eliminates the energy and gives $dC=T(p_0-p_1)$. Multiplying the first amplitude equation by $\overline{v_0}$ gives $\tfrac d2p_0+T\overline C=Ep_0$, so $C$ is real when $T\neq0$. Hence $C^2=|C|^2=p_0p_1$, and squaring the balance relation yields

$$d^2p_0p_1=T^2(p_0-p_1)^2=T^2(1-4p_0p_1),$$

that is, $p_0p_1\,(d^2+4T^2)=T^2$. The inverse participation ratio, which is 1 for a state in one well and 1/2 for an equally shared one, is therefore

$$p_0^2+p_1^2=1-2p_0p_1=\frac{d^2+2T^2}{d^2+4T^2}.$$

For $d=0$ this is 1/2 at every $L$. For $d\neq0$ it falls short of 1 by

$$\frac{2T^2}{d^2+4T^2}\le 2\left(\frac Td\right)^2,$$

which vanishes as $L\to\infty$. At $|d|=2T$ the ratio is 3/4; at $|d|=10T$ it is already about 0.98.

The order of limits matters. At fixed $T\neq0$, letting $d\to0$ gives 1/2; at fixed $d\neq0$, letting $L\to\infty$ gives 1, no matter how small $d$ was.

The same argument gives the population imbalance: $(p_0-p_1)^2=1-4p_0p_1$, so $|p_0-p_1|=|d|/\sqrt{d^2+4T^2}$.

## What the Lean statements say

`twoWell d T` is the matrix above, with real parameters and complex entries. `IsEigenstate d T E v` says that `v` satisfies the eigenvalue equation with real energy `E` and has total probability one. The amplitudes may be complex, so every choice of overall phase is included. `ipr v` is the sum of fourth powers of the amplitude moduli, and `tunnel t a L` is the exponential law. The letter `T` denotes the tunnelling matrix element, not a temperature or a transmission probability; its sign has no effect on the ratio.

`ipr_eigenstate` states the formula for every eigenstate with `T ≠ 0`. At $d=T=0$ every unit vector is an eigenvector, so the formula can't hold in general when both parameters vanish.

`distant_wells_localization` takes an arbitrary eigenstate at each real `L`, with no continuity required and with freedom to switch between the two levels. It gives the limit 1 for `d ≠ 0` and the exact value 1/2 for `d = 0`. `small_detuning_delocalization` is the opposite limit, at fixed tunnelling.

The exponential law and the constancy of `d` as the wells move are assumed. The step left to physics is the reduction of a real double well to two orthonormal orbitals. Within such a one-electron, two-orbital model of a stretched symmetric molecule, a spurious site-energy difference much larger than $T$ is enough to put a computed eigenstate almost wholly on one side.

```lean
import Mathlib

open Matrix Filter Topology ComplexConjugate

namespace DoubleWellLocalization

noncomputable section

/-- The Hamiltonian of two wells with energy difference `d` and tunnelling amplitude `T`. -/
def twoWell (d T : ℝ) : Matrix (Fin 2) (Fin 2) ℂ :=
  !![((d / 2 : ℝ) : ℂ), (T : ℂ); (T : ℂ), ((-(d / 2) : ℝ) : ℂ)]

/-- The vector `v` is a normalized eigenvector of the two-well Hamiltonian with energy `E`. -/
def IsEigenstate (d T E : ℝ) (v : Fin 2 → ℂ) : Prop :=
  twoWell d T *ᵥ v = (E : ℂ) • v ∧ ∑ i, ‖v i‖ ^ 2 = 1

/-- The inverse participation ratio: the sum of the fourth powers of the amplitude moduli. -/
def ipr (v : Fin 2 → ℂ) : ℝ := ∑ i, ‖v i‖ ^ 4

/-- The tunnelling amplitude `t exp(-aL)` between wells at separation `L`. -/
def tunnel (t a L : ℝ) : ℝ := t * Real.exp (-(a * L))

variable {d T E : ℝ} {v : Fin 2 → ℂ}

/-- The eigenvalue equation is a pair of coupled equations for the amplitudes in the wells. -/
theorem amplitude_equations (d T E : ℝ) (v : Fin 2 → ℂ) :
    twoWell d T *ᵥ v = (E : ℂ) • v ↔
      ((d / 2 : ℝ) : ℂ) * v 0 + (T : ℂ) * v 1 = (E : ℂ) * v 0 ∧
      (T : ℂ) * v 0 + ((-(d / 2) : ℝ) : ℂ) * v 1 = (E : ℂ) * v 1 := by
  rw [funext_iff, Fin.forall_fin_two]
  simp [twoWell, Matrix.mulVec, dotProduct, Fin.sum_univ_two]

/-- For real `c`, `s` with `c² + s² = 1`, the vectors `(c, s)` and `(-s, c)` are eigenstates
with energies `R` and `-R` at detuning `2R(c² - s²)` and tunnelling `2Rcs`. -/
theorem isEigenstate_witness (R c s : ℝ) (h : c ^ 2 + s ^ 2 = 1) :
    IsEigenstate (2 * R * (c ^ 2 - s ^ 2)) (2 * R * c * s) R ![(c : ℂ), (s : ℂ)] ∧
    IsEigenstate (2 * R * (c ^ 2 - s ^ 2)) (2 * R * c * s) (-R) ![-(s : ℂ), (c : ℂ)] := by
  have hc : (c : ℂ) ^ 2 + (s : ℂ) ^ 2 = 1 := by exact_mod_cast h
  refine ⟨⟨(amplitude_equations _ _ _ _).2 ⟨?_, ?_⟩, ?_⟩,
    ⟨(amplitude_equations _ _ _ _).2 ⟨?_, ?_⟩, ?_⟩⟩
  · simp only [Matrix.cons_val_zero, Matrix.cons_val_one]
    push_cast
    linear_combination (R : ℂ) * c * hc
  · simp only [Matrix.cons_val_zero, Matrix.cons_val_one]
    push_cast
    linear_combination (R : ℂ) * s * hc
  · rw [Fin.sum_univ_two]
    simp only [Matrix.cons_val_zero, Matrix.cons_val_one, Complex.norm_real,
      Real.norm_eq_abs, sq_abs]
    linarith
  · simp only [Matrix.cons_val_zero, Matrix.cons_val_one]
    push_cast
    linear_combination (R : ℂ) * s * hc
  · simp only [Matrix.cons_val_zero, Matrix.cons_val_one]
    push_cast
    linear_combination -(R : ℂ) * c * hc
  · rw [Fin.sum_univ_two]
    simp only [Matrix.cons_val_zero, Matrix.cons_val_one, norm_neg, Complex.norm_real,
      Real.norm_eq_abs, sq_abs]
    linarith

/-- In an eigenstate with nonzero tunnelling the coherence between the wells is real, and
detuning times coherence equals tunnelling times population difference. -/
theorem coherence_balance (hT : T ≠ 0) (h : IsEigenstate d T E v) :
    d * (v 0 * conj (v 1)).re = T * (‖v 0‖ ^ 2 - ‖v 1‖ ^ 2) ∧
      (v 0 * conj (v 1)).im = 0 := by
  obtain ⟨h0, h1⟩ := (amplitude_equations d T E v).1 h.1
  -- real and imaginary parts obey the same real equations
  have a0 := congrArg Complex.re h0
  have b0 := congrArg Complex.im h0
  have a1 := congrArg Complex.re h1
  have b1 := congrArg Complex.im h1
  simp only [Complex.add_re, Complex.add_im, Complex.mul_re, Complex.mul_im,
    Complex.ofReal_re, Complex.ofReal_im] at a0 b0 a1 b1
  simp only [Complex.sq_norm, Complex.normSq_apply, Complex.mul_re, Complex.mul_im,
    Complex.conj_re, Complex.conj_im]
  constructor
  · linear_combination (v 1).re * a0 - (v 0).re * a1 + (v 1).im * b0 - (v 0).im * b1
  · apply mul_left_cancel₀ hT
    linear_combination (v 0).im * a0 - (v 0).re * b0

/-- For nonzero tunnelling, the product of the two well populations in an eigenstate,
multiplied by `d² + 4T²`, equals `T²`. -/
theorem population_product (hT : T ≠ 0) (h : IsEigenstate d T E v) :
    ‖v 0‖ ^ 2 * ‖v 1‖ ^ 2 * (d ^ 2 + 4 * T ^ 2) = T ^ 2 := by
  obtain ⟨hb, hi⟩ := coherence_balance hT h
  have hn : ∑ i, ‖v i‖ ^ 2 = 1 := h.2
  rw [Fin.sum_univ_two] at hn
  -- the squared modulus of the coherence is the product of the populations
  have hpq : (v 0 * conj (v 1)).re ^ 2 + (v 0 * conj (v 1)).im ^ 2
      = ‖v 0‖ ^ 2 * ‖v 1‖ ^ 2 := by
    simp only [Complex.sq_norm, Complex.normSq_apply, Complex.mul_re, Complex.mul_im,
      Complex.conj_re, Complex.conj_im]
    ring
  rw [hi] at hpq
  linear_combination -d ^ 2 * hpq
    + (d * (v 0 * conj (v 1)).re + T * (‖v 0‖ ^ 2 - ‖v 1‖ ^ 2)) * hb
    + T ^ 2 * (‖v 0‖ ^ 2 + ‖v 1‖ ^ 2 + 1) * hn

/-- For nonzero tunnelling, every normalized eigenvector has inverse participation ratio
`(d² + 2T²)/(d² + 4T²)`. -/
theorem ipr_eigenstate (hT : T ≠ 0) (h : IsEigenstate d T E v) :
    ipr v = (d ^ 2 + 2 * T ^ 2) / (d ^ 2 + 4 * T ^ 2) := by
  have hD : d ^ 2 + 4 * T ^ 2 ≠ 0 := by positivity
  have hw := population_product hT h
  have hn : ∑ i, ‖v i‖ ^ 2 = 1 := h.2
  rw [Fin.sum_univ_two] at hn
  rw [ipr, Fin.sum_univ_two, eq_div_iff hD]
  linear_combination (d ^ 2 + 4 * T ^ 2) * (‖v 0‖ ^ 2 + ‖v 1‖ ^ 2 + 1) * hn - 2 * hw

/-- For nonzero detuning and tunnelling, the inverse participation ratio of an eigenstate
falls short of one by at most `2(T/d)²`. -/
theorem localization_defect_le (hd : d ≠ 0) (hT : T ≠ 0) (h : IsEigenstate d T E v) :
    1 - ipr v ≤ 2 * (T / d) ^ 2 := by
  have hD : d ^ 2 + 4 * T ^ 2 ≠ 0 := by positivity
  have h1 : 1 - ipr v = 2 * T ^ 2 / (d ^ 2 + 4 * T ^ 2) := by
    rw [ipr_eigenstate hT h, eq_div_iff hD, sub_mul, div_mul_cancel₀ _ hD]
    ring
  rw [h1, div_pow, ← mul_div_assoc]
  exact div_le_div_of_nonneg_left (by positivity) (by positivity)
    (by nlinarith [sq_nonneg T])

/-- Let the tunnelling be `t exp(-aL)` with `t, a > 0`, and choose any eigenstate at each
separation `L`. Its inverse participation ratio tends to one as `L` grows if the detuning is
nonzero, and equals one half at every `L` if the detuning vanishes. -/
theorem distant_wells_localization {t a : ℝ} (ht : 0 < t) (ha : 0 < a) (d : ℝ)
    (E : ℝ → ℝ) (v : ℝ → Fin 2 → ℂ)
    (h : ∀ L, IsEigenstate d (tunnel t a L) (E L) (v L)) :
    (d ≠ 0 → Tendsto (fun L => ipr (v L)) atTop (𝓝 1)) ∧
      (d = 0 → ∀ L, ipr (v L) = 1 / 2) := by
  have hT : ∀ L, tunnel t a L ≠ 0 := fun L => (mul_pos ht (Real.exp_pos _)).ne'
  constructor
  · intro hd
    -- tunnelling dies out with distance
    have h1 : Tendsto (fun L : ℝ => a * L) atTop atTop := tendsto_id.const_mul_atTop ha
    have h2 := (Real.tendsto_exp_neg_atTop_nhds_zero.comp h1).const_mul t
    rw [mul_zero] at h2
    have h3 : Tendsto (tunnel t a) atTop (𝓝 0) := h2
    -- the participation formula is continuous at zero tunnelling
    have hc : ContinuousAt (fun x : ℝ => (d ^ 2 + 2 * x ^ 2) / (d ^ 2 + 4 * x ^ 2)) 0 :=
      ContinuousAt.div (by fun_prop) (by fun_prop) (by simpa using hd)
    have hv : (d ^ 2 + 2 * (0 : ℝ) ^ 2) / (d ^ 2 + 4 * (0 : ℝ) ^ 2) = 1 := by simp [hd]
    have h4 : Tendsto (fun x : ℝ => (d ^ 2 + 2 * x ^ 2) / (d ^ 2 + 4 * x ^ 2)) (𝓝 0)
        (𝓝 ((d ^ 2 + 2 * (0 : ℝ) ^ 2) / (d ^ 2 + 4 * (0 : ℝ) ^ 2))) := hc.tendsto
    rw [hv] at h4
    exact (h4.comp h3).congr fun L => (ipr_eigenstate (hT L) (h L)).symm
  · intro hd L
    have hD : d ^ 2 + 4 * tunnel t a L ^ 2 ≠ 0 := by
      have := hT L
      positivity
    rw [ipr_eigenstate (hT L) (h L), div_eq_iff hD, hd]
    ring

/-- At fixed nonzero tunnelling, the inverse participation ratio of any choice of eigenstates
tends to one half as the detuning tends to zero. -/
theorem small_detuning_delocalization (hT : T ≠ 0) (E : ℝ → ℝ) (v : ℝ → Fin 2 → ℂ)
    (h : ∀ d, IsEigenstate d T (E d) (v d)) :
    Tendsto (fun d => ipr (v d)) (𝓝 0) (𝓝 (1 / 2)) := by
  have hD : (0 : ℝ) ^ 2 + 4 * T ^ 2 ≠ 0 := by simpa using hT
  have hc : ContinuousAt (fun d : ℝ => (d ^ 2 + 2 * T ^ 2) / (d ^ 2 + 4 * T ^ 2)) 0 :=
    ContinuousAt.div (by fun_prop) (by fun_prop) hD
  have hv : ((0 : ℝ) ^ 2 + 2 * T ^ 2) / ((0 : ℝ) ^ 2 + 4 * T ^ 2) = 1 / 2 := by
    rw [div_eq_iff hD]
    ring
  have h1 : Tendsto (fun d : ℝ => (d ^ 2 + 2 * T ^ 2) / (d ^ 2 + 4 * T ^ 2)) (𝓝 0)
      (𝓝 (((0 : ℝ) ^ 2 + 2 * T ^ 2) / ((0 : ℝ) ^ 2 + 4 * T ^ 2))) := hc.tendsto
  rw [hv] at h1
  exact h1.congr fun d => (ipr_eigenstate hT (h d)).symm

end

end DoubleWellLocalization
```

```lean
#print axioms DoubleWellLocalization.localization_defect_le
#print axioms DoubleWellLocalization.distant_wells_localization
#print axioms DoubleWellLocalization.small_detuning_delocalization
```

```
'DoubleWellLocalization.localization_defect_le' depends on axioms: [propext, Classical.choice, Quot.sound]
'DoubleWellLocalization.distant_wells_localization' depends on axioms: [propext, Classical.choice, Quot.sound]
'DoubleWellLocalization.small_detuning_delocalization' depends on axioms: [propext, Classical.choice, Quot.sound]
```

## From the amplitude equations to the limits

`amplitude_equations` unfolds the matrix equation into its two components. `isEigenstate_witness` supplies explicit eigenstates $(c,s)$ and $(-s,c)$ with energies $\pm R$, so the later statements do have states to speak about.

`coherence_balance` splits the amplitude equations into real and imaginary parts. Its first `linear_combination` is the real part of the subtraction that eliminates $E$. The second is the imaginary part of the first equation times $\overline{v_0}$, up to sign, after which `mul_left_cancel₀ hT` divides by $T$.

`population_product` first records $|C|^2=p_0p_1$ as `hpq`, then combines it with the squared balance relation and normalization. `ipr_eigenstate` clears the denominator and uses $p_0^2+p_1^2=1-2p_0p_1$. `localization_defect_le` computes the shortfall from 1 exactly and bounds it by dropping $4T^2$ from the denominator.

For the large-distance limit, `h3` says that the tunnelling tends to zero, and `hc` says that the participation formula is continuous at $T=0$ when $d\neq0$. Composing the two gives the limit, and `congr` carries it over to the chosen eigenstates, whose ratio equals the formula at each `L`. The case `d = 0` is direct algebra. The small-detuning theorem uses the same continuity argument, with $d$ as the variable.
